# A nonzero hull distance keeps its sign under all energy errors up to ε exactly when it exceeds 2ε in magnitude

Let a candidate compound lie at a signed energy distance $D \neq 0$ from the convex hull of finitely many competing phases, at a composition that mixtures of these phases can reach. If the candidate's energy and every competitor's energy may each be wrong by up to $\varepsilon$, the sign of $D$ is safe against all such errors if and only if $|D| > 2\varepsilon$. The sign says whether the candidate is stable against decomposition into the competitors, so the result tells when an error bound $\varepsilon$ on an electronic-structure method guarantees this decision, if nothing more is known about the errors. Errors that partly cancel can leave the sign right even when the criterion fails. All energies are per atom, and the setting is zero temperature and zero pressure with a fixed, finite list of phases.

A finer estimate holds for the hull itself. Its shift lies between two weighted means of the phase errors, with the weights taken from the equilibrium mixtures after and before the errors.

## Mixtures and the hull

Phase $i$ has composition $X_i$ and energy $E_i$. Energies are per atom, compositions are atomic fractions, and the weight $w_i$ is the fraction of all atoms that sit in phase $i$. In Lean the phases are the elements of a finite type `ι`, and compositions live in any real vector space `V`, so the number of chemical components is free.

```lean
import Mathlib

open Finset

namespace HullErrorPropagation

noncomputable section

variable {ι V : Type*} [Fintype ι] [AddCommGroup V] [Module ℝ V]
```

A mixture of overall composition $x$ satisfies

$$w_i \ge 0, \qquad \sum_i w_i = 1, \qquad \sum_i w_i X_i = x .$$

The three fields of `IsMixture` are these conditions. The last one is conservation of each element.

```lean
/-- The phase fractions `w` form a mixture of overall composition `x`: they are non-negative,
sum to one, and average the phase compositions `X i` to `x`. -/
structure IsMixture (X : ι → V) (x : V) (w : ι → ℝ) : Prop where
  nonneg : ∀ i, 0 ≤ w i
  sum_one : ∑ i, w i = 1
  comp : ∑ i, w i • X i = x
```

The hull energy is the lowest energy that mixing can give, with no mixing entropy and no interface energy:

$$H(x) = \inf\Big\{\sum_i w_i E_i \;:\; w \text{ a mixture at } x\Big\}.$$

The composition $x$ is called reachable if at least one mixture exists there. At other compositions Lean's infimum of the empty set is $0$, which has no physical meaning; the hypothesis `∃ w, IsMixture X x w` excludes them.

```lean
/-- The hull energy at `x`: the infimum of the energies of all mixtures of composition `x`. It has
physical meaning only at compositions that some mixture reaches. -/
def hullEnergy (X : ι → V) (E : ι → ℝ) (x : V) : ℝ :=
  sInf {e | ∃ w, IsMixture X x w ∧ e = ∑ i, w i * E i}
```

A ground mixture attains the minimum. In phase-diagram language it is an equilibrium set of phases with their fractions.

```lean
/-- A ground mixture at `x`: a mixture of composition `x` whose energy no other such mixture
undercuts. -/
def IsGroundMixture (X : ι → V) (E : ι → ℝ) (x : V) (w : ι → ℝ) : Prop :=
  IsMixture X x w ∧ ∀ v, IsMixture X x v → ∑ i, w i * E i ≤ ∑ i, v i * E i
```

For a candidate of energy $e$ at composition $x$, the signed hull distance is

$$D = e - H(x),$$

with $H$ built from the competitors, the candidate left out. This differs from the usual "energy above hull", which includes the candidate in the hull and is never negative. Here $D<0$ means that the candidate lies below every mixture of its competitors, and $D>0$ that some mixture of them has a lower energy, so that decomposition releases energy.

```lean
/-- The signed hull distance of a candidate with energy `e` and composition `x`, measured from the
hull of the competing phases. It has physical meaning only at compositions that mixtures of these
phases reach. -/
def hullDistance (X : ι → V) (E : ι → ℝ) (x : V) (e : ℝ) : ℝ :=
  e - hullEnergy X E x
```

## Two properties of the infimum

Each mixture energy is an upper bound on $H(x)$, provided that the mixture energies are bounded below. They are: since $0 \le v_i \le 1$ for any mixture $v$,

$$v_i E_i \ge -v_i |E_i| \ge -|E_i| , \qquad \sum_i v_i E_i \ge -\sum_i |E_i| .$$

In the proof, `h2` and `h3` are the two inequalities of the first chain, each written as a non-negative product.

```lean
/-- The energy of any mixture of composition `x` is an upper bound on the hull energy at `x`. -/
theorem hullEnergy_le {X : ι → V} {x : V} {w : ι → ℝ} (E : ι → ℝ) (hw : IsMixture X x w) :
    hullEnergy X E x ≤ ∑ i, w i * E i := by
  refine csInf_le ⟨∑ i, -|E i|, ?_⟩ ⟨w, hw, rfl⟩
  -- finitely many phases: mixture energies are bounded below
  rintro e ⟨v, hv, rfl⟩
  refine Finset.sum_le_sum fun i _ => ?_
  have h1 := Finset.single_le_sum (f := v) (fun j _ => hv.nonneg j) (Finset.mem_univ i)
  rw [hv.sum_one] at h1
  have h2 : 0 ≤ v i * (|E i| + E i) :=
    mul_nonneg (hv.nonneg i) (by linarith [neg_abs_le (E i)])
  have h3 : 0 ≤ (1 - v i) * |E i| := mul_nonneg (by linarith) (abs_nonneg _)
  linarith
```

Conversely, a number $c$ that lies below all mixture energies at a reachable $x$ also lies below $H(x)$, the greatest lower bound.

```lean
/-- At a reachable composition, a lower bound on all mixture energies is a lower bound on the
hull energy. -/
theorem le_hullEnergy {X : ι → V} {E : ι → ℝ} {x : V} {c : ℝ} (hx : ∃ w, IsMixture X x w)
    (h : ∀ w, IsMixture X x w → c ≤ ∑ i, w i * E i) : c ≤ hullEnergy X E x := by
  obtain ⟨w, hw⟩ := hx
  refine le_csInf ⟨_, w, hw, rfl⟩ ?_
  rintro e ⟨v, hv, rfl⟩
  exact h v hv
```

## The hull shift between two mean errors

Let phase $i$ acquire the error $d_i$, and let $H'$ be the hull energy for $E_i + d_i$. Let $w$ be a ground mixture before the errors and $w'$ one after. Using $w$ as a trial mixture for the perturbed problem gives

$$H' \le \sum_i w_i (E_i + d_i) = H + \sum_i w_i d_i ,$$

and using $w'$ as a trial mixture for the original problem gives

$$H \le \sum_i w'_i E_i = H' - \sum_i w'_i d_i .$$

Together,

$$\sum_i w'_i d_i \;\le\; H' - H \;\le\; \sum_i w_i d_i .$$

If the same mixture is a ground mixture before and after, the bounds coincide and the shift is exactly its mean error. Both ground mixtures enter the theorem as hypotheses. The facts `h1` and `h2` are the trial inequalities; `h3` and `h4` identify the minimum energies with the hull energies.

```lean
/-- First-order error bounds: the change of the hull energy under phase-energy errors `d` lies
between the mean error over a ground mixture `w'` of the perturbed energies and the mean error
over a ground mixture `w` of the original ones. -/
theorem hullEnergy_error_bounds {X : ι → V} {E d : ι → ℝ} {x : V} {w w' : ι → ℝ}
    (hw : IsGroundMixture X E x w) (hw' : IsGroundMixture X (fun i => E i + d i) x w') :
    ∑ i, w' i * d i ≤ hullEnergy X (fun i => E i + d i) x - hullEnergy X E x ∧
      hullEnergy X (fun i => E i + d i) x - hullEnergy X E x ≤ ∑ i, w i * d i := by
  -- each minimizer is a trial mixture for the other problem
  have h1 := hullEnergy_le E hw'.1
  have h2 := hullEnergy_le (fun i => E i + d i) hw.1
  have h3 := le_hullEnergy ⟨w, hw.1⟩ hw.2
  have h4 := le_hullEnergy ⟨w', hw'.1⟩ hw'.2
  simp only [mul_add, Finset.sum_add_distrib] at h2 h4
  constructor <;> linarith
```

A binary example shows the two bounds apart. Number the phases 0, 1, 2, with compositions $0, 1, \tfrac12$, energies $0, 0, -1$ and errors $0, 0, 2$, and take $x = \tfrac14$. For any mixture $v$, the composition condition $v_1 + \tfrac12 v_2 = \tfrac14$ turns the original energy into

$$-v_2 = 2v_1 - \tfrac12 \ge -\tfrac12 ,$$

attained by $w = (\tfrac12, 0, \tfrac12)$. After the errors the energy is $v_2 \ge 0$, and $w' = (\tfrac34, \tfrac14, 0)$ attains $0$. The hull rises by $\tfrac12$, between the mean errors $0$ and $1$.

The same numbers show what the lower bound asks of $w'$. It is not enough for $w'$ to be a mixture at $x$, or even a ground mixture of the original energies: with $w$ in its place the bound would read $1 \le \tfrac12$.

The Lean statement checks that $w$ and $w'$ are ground mixtures of their respective problems. Its two minimality proofs use $v_1 \ge 0$ and $v_2 \ge 0$, as above.

```lean
/-- Phases at compositions 0, 1 and 1/2 with energies 0, 0 and -1, and an error of 2 on the third:
at composition 1/4, (1/2, 0, 1/2) is a ground mixture before the error and (3/4, 1/4, 0) is one
after it. -/
theorem hullEnergy_error_bounds_witness :
    IsGroundMixture (![0, 1, 1/2] : Fin 3 → ℝ) ![0, 0, -1] (1/4) ![1/2, 0, 1/2] ∧
    IsGroundMixture (![0, 1, 1/2] : Fin 3 → ℝ)
      (fun i => (![0, 0, -1] : Fin 3 → ℝ) i + (![0, 0, 2] : Fin 3 → ℝ) i)
      (1/4) ![3/4, 1/4, 0] := by
  refine ⟨⟨⟨?_, ?_, ?_⟩, ?_⟩, ⟨⟨?_, ?_, ?_⟩, ?_⟩⟩
  · intro i; fin_cases i <;> norm_num
  · norm_num [Fin.sum_univ_succ]
  · norm_num [Fin.sum_univ_succ]
  · intro v hv
    have h0 := hv.nonneg 1
    have h1 := hv.comp
    simp [Fin.sum_univ_three] at h1 ⊢
    linarith
  · intro i; fin_cases i <;> norm_num
  · norm_num [Fin.sum_univ_succ]
  · norm_num [Fin.sum_univ_succ]
  · intro v hv
    have h0 := hv.nonneg 2
    simp only [Fin.sum_univ_three, Matrix.cons_val]
    linarith
```

## A uniform error bound

Suppose that $|d_i| \le \varepsilon$ for every phase. The weights are non-negative and sum to one, so every mixture has a mean error between $-\varepsilon$ and $\varepsilon$. Hence for every mixture $w$ at $x$

$$\sum_i w_i(E_i + d_i) \ge H - \varepsilon, \qquad \sum_i w_i E_i \ge H' - \varepsilon .$$

Taking the infimum on each left-hand side gives $H' \ge H - \varepsilon$ and $H \ge H' - \varepsilon$, so $|H' - H| \le \varepsilon$. No ground mixture is needed, only a reachable composition. In the proof, `key` bounds the mean error, and `lower` and `upper` are the two infimum steps.

```lean
/-- If every phase energy is wrong by at most `ε`, the hull energy at a reachable composition is
wrong by at most `ε`. -/
theorem abs_hullEnergy_error_le {X : ι → V} {E d : ι → ℝ} {x : V} {ε : ℝ}
    (hx : ∃ w, IsMixture X x w) (hd : ∀ i, |d i| ≤ ε) :
    |hullEnergy X (fun i => E i + d i) x - hullEnergy X E x| ≤ ε := by
  -- the mean error over any mixture lies between -ε and ε
  have key : ∀ w, IsMixture X x w → -ε ≤ ∑ i, w i * d i ∧ ∑ i, w i * d i ≤ ε := by
    intro w hw
    have e1 : ∑ i, w i * ε = ε := by rw [← Finset.sum_mul, hw.sum_one, one_mul]
    have e2 : ∑ i, w i * (-ε) = -ε := by rw [← Finset.sum_mul, hw.sum_one, one_mul]
    constructor
    · rw [← e2]
      exact Finset.sum_le_sum fun i _ =>
        mul_le_mul_of_nonneg_left (abs_le.mp (hd i)).1 (hw.nonneg i)
    · calc ∑ i, w i * d i ≤ ∑ i, w i * ε := Finset.sum_le_sum fun i _ =>
            mul_le_mul_of_nonneg_left (abs_le.mp (hd i)).2 (hw.nonneg i)
        _ = ε := e1
  have lower : hullEnergy X E x - ε ≤ hullEnergy X (fun i => E i + d i) x := by
    refine le_hullEnergy hx fun w hw => ?_
    simp only [mul_add, Finset.sum_add_distrib]
    linarith [hullEnergy_le E hw, (key w hw).1]
  have upper : hullEnergy X (fun i => E i + d i) x - ε ≤ hullEnergy X E x := by
    refine le_hullEnergy hx fun w hw => ?_
    have h := hullEnergy_le (fun i => E i + d i) hw
    simp only [mul_add, Finset.sum_add_distrib] at h
    linarith [(key w hw).2]
  exact abs_le.mpr ⟨by linarith, by linarith⟩
```

## Errors that cancel

Some errors depend on composition alone. If a method misplaces the energy by a fixed amount per atom of each element, the error per atom is a linear function of the atomic fractions. Take $d_i = l(X_i) + c$, with $l$ linear and $c$ a constant. Then every mixture at $x$ has the same mean error,

$$\sum_i w_i \big(l(X_i) + c\big) = l\Big(\sum_i w_i X_i\Big) + c = l(x) + c ,$$

so the hull shifts by $l(x) + c$. A candidate that carries the same affine error shifts equally, and $D$ is unchanged. The linear map is `l : V →ₗ[ℝ] ℝ`, and `key` is the displayed identity with the energies added.

```lean
/-- Errors that are an affine function of composition cancel: at a reachable composition they
leave the hull distance of a candidate carrying the same affine error unchanged. -/
theorem hullDistance_affine_error {X : ι → V} {x : V} (E : ι → ℝ) (e : ℝ)
    (hx : ∃ w, IsMixture X x w) (l : V →ₗ[ℝ] ℝ) (c : ℝ) :
    hullDistance X (fun i => E i + (l (X i) + c)) x (e + (l x + c)) = hullDistance X E x e := by
  -- every mixture of composition x has the same mean error
  have key : ∀ w, IsMixture X x w →
      ∑ i, w i * (E i + (l (X i) + c)) = ∑ i, w i * E i + (l x + c) := by
    intro w hw
    have hl : l x = ∑ i, w i * l (X i) := by
      rw [← hw.comp, map_sum]
      simp only [map_smul, smul_eq_mul]
    simp only [mul_add, Finset.sum_add_distrib]
    rw [← Finset.sum_mul, hw.sum_one, one_mul, hl]
  have lower : hullEnergy X E x + (l x + c) ≤
      hullEnergy X (fun i => E i + (l (X i) + c)) x := by
    refine le_hullEnergy hx fun w hw => ?_
    rw [key w hw]
    linarith [hullEnergy_le E hw]
  have upper : hullEnergy X (fun i => E i + (l (X i) + c)) x - (l x + c) ≤
      hullEnergy X E x := by
    refine le_hullEnergy hx fun w hw => ?_
    have h := hullEnergy_le (fun i => E i + (l (X i) + c)) hw
    rw [key w hw] at h
    linarith
  unfold hullDistance
  linarith
```

## The factor of two

Let the candidate have an error $\delta$ with $|\delta| \le \varepsilon$. The new distance is

$$D' = D + \delta - (H' - H),$$

so $|D' - D| \le 2\varepsilon$. If $|D| > 2\varepsilon$, then $D'$ has the sign of $D$.

For the converse, suppose that $|D| \le 2\varepsilon$. Raise every competitor by $D/2$ and lower the candidate by $D/2$. These errors are allowed, since $|D/2| \le \varepsilon$, and they give

$$D' = \Big(e - \frac D2\Big) - \Big(H + \frac D2\Big) = 0 .$$

The sign is lost. At $|D| = 2\varepsilon$ the errors can produce a tie but no reversal; the theorem counts a tie as a change, because `SignType.sign` takes the three values $-1$, $0$ and $1$.

The smallest case has one competitor at the candidate's own composition, such as two polymorphs. Then $H = E_0$ and $D = e - E_0$, and the worst errors are opposite shifts of the two energies. A larger set of competitors leaves the factor at two, because a hull energy is a weighted mean and errors do not add up over the phases in it.

The hypothesis $D \ne 0$ is needed at $\varepsilon = 0$: with $D = 0$ and no errors the sign survives, yet $0 < 0$ is false.

In the Lean proof the converse comes first. It argues by contradiction and obtains the uniform shift of the hull from the affine result with $l = 0$ and $c = D/2$. The other direction combines the uniform bound on the hull with $|\delta| \le \varepsilon$ and treats negative and positive $D$ separately.

```lean
/-- The sign of a nonzero hull distance at a reachable composition survives all errors of
magnitude at most `ε`, in the competing phases and in the candidate, exactly when the distance
exceeds `2 ε` in magnitude. -/
theorem hullDistance_sign_robust_iff {X : ι → V} {E : ι → ℝ} {x : V} {e ε : ℝ}
    (hx : ∃ w, IsMixture X x w) (hD : hullDistance X E x e ≠ 0) :
    (∀ (d : ι → ℝ) (δ : ℝ), (∀ i, |d i| ≤ ε) → |δ| ≤ ε →
      SignType.sign (hullDistance X (fun i => E i + d i) x (e + δ)) =
        SignType.sign (hullDistance X E x e)) ↔
      2 * ε < |hullDistance X E x e| := by
  constructor
  · intro h
    by_contra hlt
    have hle : |hullDistance X E x e / 2| ≤ ε := by
      rw [abs_div, abs_two]
      linarith [not_lt.mp hlt]
    -- raise the competitors and lower the candidate by half the distance
    have hs := h (fun _ => hullDistance X E x e / 2) (-(hullDistance X E x e / 2))
      (fun _ => hle) (by rw [abs_neg]; exact hle)
    have ha := hullDistance_affine_error E e hx 0 (hullDistance X E x e / 2)
    simp only [LinearMap.zero_apply, zero_add] at ha
    have hz : hullDistance X (fun i => E i + hullDistance X E x e / 2) x
        (e + -(hullDistance X E x e / 2)) = 0 := by
      generalize hullDistance X E x e = D at ha ⊢
      unfold hullDistance at ha ⊢
      linarith
    rw [hz, sign_zero] at hs
    exact hD (sign_eq_zero_iff.mp hs.symm)
  · intro hgap d δ hd hδ
    -- candidate and hull each move by at most ε
    have h1 := abs_le.mp (abs_hullEnergy_error_le (E := E) hx hd)
    have h2 := abs_le.mp hδ
    unfold hullDistance at hD hgap ⊢
    rcases lt_or_gt_of_ne hD with hneg | hpos
    · rw [abs_of_neg hneg] at hgap
      rw [sign_neg hneg, sign_neg (by linarith [h1.1, h2.2])]
    · rw [abs_of_pos hpos] at hgap
      rw [sign_pos hpos, sign_pos (by linarith [h1.2, h2.1])]

end

end HullErrorPropagation
```

To apply the criterion to a real compound one must supply $\varepsilon$, a bound that truly holds for the chosen level of theory on the candidate and on every competitor. An average error from a benchmark set is not such a bound. Errors given by one affine function of composition, the same for the candidate and all competitors, cancel in $D$, so it is enough that $\varepsilon$ bounds what remains of the errors after such a function is subtracted.

```lean
#print axioms HullErrorPropagation.hullEnergy_error_bounds
#print axioms HullErrorPropagation.hullDistance_sign_robust_iff
```

```
'HullErrorPropagation.hullEnergy_error_bounds' depends on axioms: [propext, Classical.choice, Quot.sound]
'HullErrorPropagation.hullDistance_sign_robust_iff' depends on axioms: [propext, Classical.choice, Quot.sound]
```
